# For 0 < Z < c in atomic units, the small-component weight of the Dirac–Coulomb 1s solution exceeds T/(2c²), with T = Z²/2 the nonrelativistic kinetic energy, by less than (Z/c)⁴/4

## One radial shape for both components: Z = 3, c = 5

Take an electron in the potential $-3/r$ in atomic units ($\hbar=m=e=1$), with the speed of light treated as a free parameter and set to the artificial value $c=5$, so that the rest energy is $c^2=25$. Let $f(r)=r^{4/5}e^{-3r}$, and try $P=3f$ for the large radial component and $Q=-f$ for the small one. For angular quantum number $\kappa=-1$, the first radial Dirac equation has left side

$$5\left(-Q'-\frac{Q}{r}\right)+\left(25-\frac3r\right)P .$$

Since $f'=\left(\frac{4}{5r}-3\right)f$, this equals

$$\left(\frac4r-15+\frac5r+75-\frac9r\right)f=60f=20P .$$

The $1/r$ terms cancel and the energy is $20$. The second equation works in the same way:

$$5\left(P'-\frac Pr\right)+\left(-25-\frac3r\right)Q=\left(\frac{12}{r}-45-\frac{15}{r}+25+\frac3r\right)f=-20f=20Q .$$

Because $P$ and $Q$ share one shape, the small component's share of the norm needs no integral: it is $1/(9+1)=0.1$. The nonrelativistic kinetic energy of the 1s electron is $T=Z^2/2=4.5$, so $T/(2c^2)=0.09$, slightly below the exact share.

## Why the kinetic energy appears

For general nuclear charge $Z$ and energy $E$, rest energy $c^2$ included, the $\kappa=-1$ equations are

$$c\left(-Q'-\frac Qr\right)+\left(c^2-\frac Zr\right)P=EP,$$
$$c\left(P'-\frac Pr\right)+\left(-c^2-\frac Zr\right)Q=EQ .$$

When $E$ is close to $c^2$ and the potential is small beside $c^2$, the second equation gives $Q\approx(P'-P/r)/(2c)$. This is the radial form of $\boldsymbol\sigma\cdot\mathbf p$ (Pauli matrices $\boldsymbol\sigma$, momentum $\mathbf p$) acting on the large component, divided by $2c$, and its weight is about $\langle p^2\rangle/(4c^2)=T/(2c^2)$. For the 1s solution this estimate can be given strict error bounds.

## The solution and its weight

Let $0<Z<c$, $z=Z/c$ and $g=\sqrt{1-z^2}$, so that $0<g<1$. Put

$$a=\sqrt{1+g},\quad b=\sqrt{1-g},\quad f=r^g e^{-Zr},\quad P=af,\quad Q=-bf .$$

Since $ab=\sqrt{1-g^2}=z$, we have $cab=Z$. Multiplying by $a$ and by $b$ gives two relations:

$$cb(1+g)=Za,\qquad ca(1-g)=Zb .$$

Insert $f'=(g/r-Z)f$ into the first radial equation with $E=c^2g$ and divide by $f$. The $1/r$ terms require $cb(1+g)=Za$. The constant terms require $-cbZ+c^2a=c^2ga$, which is the second relation times $c$. In the second radial equation the two relations exchange roles.

The integral $\int_0^\infty f^2\,dr=\Gamma(2g+1)/(2Z)^{2g+1}$ is finite and positive. As $Q^2=(1-g)f^2$ and $P^2+Q^2=2f^2$, the small-component weight is

$$w=\frac{\int Q^2}{\int(P^2+Q^2)}=\frac{1-g}{2}.$$

## The kinetic energy and the two bounds

The nonrelativistic 1s radial function is $u=re^{-Zr}$, with $u'=(1-Zr)e^{-Zr}$. From $\int_0^\infty r^ne^{-2Zr}dr=n!/(2Z)^{n+1}$,

$$\int u'^2=\frac1{2Z}-\frac{2Z}{4Z^2}+\frac{2Z^2}{8Z^3}=\frac1{4Z},\qquad \int u^2=\frac1{4Z^3}.$$

Hence $T=\frac12\int u'^2/\int u^2=Z^2/2$, and $T/(2c^2)=z^2/4=(1-g^2)/4$. Subtracting,

$$w-\frac{z^2}4=\frac{(1-g)^2}{4}>0,$$
$$\frac{z^2}{4}+\frac{z^4}{4}-w=\frac{(1-g)^2\,g(2+g)}{4}>0 .$$

Therefore

$$\frac{T}{2c^2}<w<\frac{T}{2c^2}+\frac{z^4}{4}.$$

Dividing by $z^2/4$ places the ratio of $w$ to $T/(2c^2)$ between $1$ and $1+z^2$, so it tends to $1$ as $c\to\infty$ at fixed $Z$. The upper bound is not the true size of the excess: since $1-g=z^2/(1+g)$, the excess is exactly $z^4/\left(4(1+g)^2\right)$, close to $z^4/16$ for small $z$.

For the 1s state of a single electron and a point nucleus, $w$ is an exact value against which the small-component weight from a four-component basis-set program can be compared.

## The same algebra for 2p₃/₂, 3d₅/₂ and the other states without a node in either component

Let $\kappa=-n$ with $n$ a positive integer, and set $g_n=\sqrt{n^2-z^2}$. The pair $\sqrt{n+g_n}\,r^{g_n}e^{-Zr/n}$, $-\sqrt{n-g_n}\,r^{g_n}e^{-Zr/n}$ solves the radial equations at energy $c^2g_n/n$, by the same two relations with $1$ replaced by $n$. Its weight is $(1-g_n/n)/2$, and the bounds hold with $z/n$ in place of $z$ and with $T=Z^2/(2n^2)$, the nonrelativistic kinetic energy in shell $n$. This extension is a calculation by hand; the Lean theorems treat $\kappa=-1$.

## How the Lean statement expresses the physics

`IsRadialDiracSolution κ Z c E P Q` says that at every $r>0$ both functions have derivatives and satisfy the two radial equations. It fixes the sign convention for $Q$ and the zero of energy. It imposes no boundary condition at the origin; the pair used here vanishes there because $g>0$.

`gam Z c` is $g$, `profile` is $f$, and `largeP` and `smallQ` are the unnormalised $P$ and $Q$. Dividing both by $\left(2\int f^2\right)^{1/2}$ would normalise them. `smallFraction` is a ratio of integrals over the half-line, so this common factor has no effect on it. `kinetic` is the expectation value $\frac12\int u'^2/\int u^2$ for an s-type function, and `hydrogenic` is $u$. The value $Z^2/2$ is a theorem, not a definition.

The main theorem, `small_component_bounds`, takes real numbers with $0<Z<c$ and concludes four things: the pair solves the equations at energy $c^2g$, its density is integrable, and the two strict inequalities hold. The parameter $c$ is the speed of light in atomic units, left free. The condition $Z<c$ keeps the exponent $g$ real and positive for a point charge. `small_component_limit` is the statement about $c\to\infty$.

The theorems concern one explicit solution. They do not say that it is the lowest bound state or the only solution at its energy, and they do not construct a self-adjoint Hamiltonian. Finite nuclei, electron–electron interaction and molecules are absent from the model.

## The Lean file

```lean
import Mathlib

open MeasureTheory Set Filter Topology

namespace DiracCoulombSmallComponent

noncomputable section

/-- The radial Dirac equations for angular quantum number `κ` in the potential `-Z/r`, at energy
`E` including the rest energy `c ^ 2`, for large and small radial functions `P` and `Q`. -/
def IsRadialDiracSolution (κ Z c E : ℝ) (P Q : ℝ → ℝ) : Prop :=
  ∀ r : ℝ, 0 < r → ∃ P' Q' : ℝ, HasDerivAt P P' r ∧ HasDerivAt Q Q' r ∧
    c * (-Q' + κ / r * Q r) + (c ^ 2 - Z / r) * P r = E * P r ∧
    c * (P' + κ / r * P r) + (-c ^ 2 - Z / r) * Q r = E * Q r

/-- The relativistic exponent `g = √(1 - (Z/c)²)`. -/
def gam (Z c : ℝ) : ℝ := Real.sqrt (1 - (Z / c) ^ 2)

/-- The radial shape `r ^ g * exp (-Z r)`. -/
def profile (g Z r : ℝ) : ℝ := r ^ g * Real.exp (-(Z * r))

/-- The large component `√(1 + g) r ^ g exp (-Z r)`. -/
def largeP (Z c r : ℝ) : ℝ := Real.sqrt (1 + gam Z c) * profile (gam Z c) Z r

/-- The small component `-√(1 - g) r ^ g exp (-Z r)`. -/
def smallQ (Z c r : ℝ) : ℝ := -Real.sqrt (1 - gam Z c) * profile (gam Z c) Z r

/-- The share of the radial norm carried by the small component. -/
def smallFraction (P Q : ℝ → ℝ) : ℝ :=
  (∫ r in Ioi (0 : ℝ), Q r ^ 2) / ∫ r in Ioi (0 : ℝ), (P r ^ 2 + Q r ^ 2)

/-- The nonrelativistic 1s radial function `r exp (-Z r)`, not normalized. -/
def hydrogenic (Z r : ℝ) : ℝ := r * Real.exp (-(Z * r))

/-- The nonrelativistic kinetic energy of an s-type radial function `u`, in atomic units. -/
def kinetic (u : ℝ → ℝ) : ℝ :=
  (1 / 2) * ((∫ r in Ioi (0 : ℝ), deriv u r ^ 2) / ∫ r in Ioi (0 : ℝ), u r ^ 2)

/-- For `0 < Z < c` the exponent `g` lies strictly between 0 and 1, and `g² = 1 - (Z/c)²`. -/
theorem gam_facts {Z c : ℝ} (hZ : 0 < Z) (hc : Z < c) :
    0 < gam Z c ∧ gam Z c < 1 ∧ gam Z c ^ 2 = 1 - (Z / c) ^ 2 := by
  have hz : 0 < Z / c := div_pos hZ (hZ.trans hc)
  have h1 : Z / c < 1 := (div_lt_one (hZ.trans hc)).2 hc
  have h2 : 0 < 1 - (Z / c) ^ 2 := by nlinarith
  have hs : gam Z c ^ 2 = 1 - (Z / c) ^ 2 := Real.sq_sqrt h2.le
  have hp : 0 < gam Z c := Real.sqrt_pos.2 h2
  exact ⟨hp, by nlinarith [pow_pos hz 2], hs⟩

/-- The radial derivative of the exponential decay factor `exp (-Z r)` is `-Z exp (-Z r)`. -/
theorem hasDerivAt_decay (Z r : ℝ) :
    HasDerivAt (fun x : ℝ => Real.exp (-(Z * x))) (Real.exp (-(Z * r)) * (-(Z * 1))) r :=
  ((hasDerivAt_id' r).const_mul Z).fun_neg.exp

/-- The pair `largeP`, `smallQ` solves the `κ = -1` radial Dirac-Coulomb equations at energy
`c² g`. -/
theorem solves_dirac {Z c : ℝ} (hZ : 0 < Z) (hc : Z < c) :
    IsRadialDiracSolution (-1) Z c (c ^ 2 * gam Z c) (largeP Z c) (smallQ Z c) := by
  intro r hr
  obtain ⟨hg0, hg1, hg⟩ := gam_facts hZ hc
  have hc0 : 0 < c := hZ.trans hc
  have hd : HasDerivAt (profile (gam Z c) Z)
      ((gam Z c / r - Z) * profile (gam Z c) Z r) r := by
    have h1 := Real.hasDerivAt_rpow_const (x := r) (p := gam Z c) (Or.inl hr.ne')
    refine (h1.fun_mul (hasDerivAt_decay Z r)).congr_deriv ?_
    rw [Real.rpow_sub_one hr.ne', profile]
    ring
  refine ⟨_, _, hd.const_mul (Real.sqrt (1 + gam Z c)),
    hd.const_mul (-Real.sqrt (1 - gam Z c)), ?_⟩
  -- the two amplitudes multiply to Z / c
  have hab : Real.sqrt (1 + gam Z c) * Real.sqrt (1 - gam Z c) = Z / c := by
    rw [← Real.sqrt_mul (by linarith),
      show (1 + gam Z c) * (1 - gam Z c) = (Z / c) ^ 2 by linear_combination -hg,
      Real.sqrt_sq (div_pos hZ hc0).le]
  have ha : Real.sqrt (1 + gam Z c) ^ 2 = 1 + gam Z c := Real.sq_sqrt (by linarith)
  have hb : Real.sqrt (1 - gam Z c) ^ 2 = 1 - gam Z c := Real.sq_sqrt (by linarith)
  have hcab : c * (Real.sqrt (1 + gam Z c) * Real.sqrt (1 - gam Z c)) = Z := by
    rw [hab, mul_div_cancel₀ _ hc0.ne']
  simp only [largeP, smallQ]
  generalize profile (gam Z c) Z r = f
  generalize Real.sqrt (1 + gam Z c) = a at *
  generalize Real.sqrt (1 - gam Z c) = b at *
  have h1 : c * (b * (1 + gam Z c)) = Z * a := by
    linear_combination a * hcab - c * b * ha
  have h2 : c * (a * (1 - gam Z c)) = Z * b := by
    linear_combination b * hcab - c * a * hb
  constructor
  · linear_combination (f / r) * h1 + c * f * h2
  · linear_combination -(f / r) * h2 + c * f * h1

/-- The radial shape has a strictly positive integrated square. -/
theorem profile_norm_pos {g Z : ℝ} (hg : 0 < g) (hZ : 0 < Z) :
    0 < ∫ r in Ioi (0 : ℝ), profile g Z r ^ 2 := by
  have h := Real.integral_rpow_mul_exp_neg_mul_Ioi (a := 2 * g + 1) (r := 2 * Z)
    (by linarith) (by linarith)
  have e : ∫ r in Ioi (0 : ℝ), profile g Z r ^ 2 =
      ∫ r in Ioi (0 : ℝ), r ^ (2 * g + 1 - 1) * Real.exp (-(2 * Z * r)) := by
    refine setIntegral_congr_fun measurableSet_Ioi (fun r hr => ?_)
    change (r ^ g * Real.exp (-(Z * r))) ^ 2 = r ^ (2 * g + 1 - 1) * Real.exp (-(2 * Z * r))
    rw [show 2 * g + 1 - 1 = g + g by ring, Real.rpow_add hr,
      show -(2 * Z * r) = -(Z * r) + -(Z * r) by ring, Real.exp_add]
    ring
  rw [e, h]
  exact mul_pos (Real.rpow_pos_of_pos (by positivity) _) (Real.Gamma_pos_of_pos (by linarith))

/-- The pair is normalizable, and its small component carries the fraction `(1 - g)/2` of the
norm. -/
theorem smallFraction_eq {Z c : ℝ} (hZ : 0 < Z) (hc : Z < c) :
    IntegrableOn (fun r => largeP Z c r ^ 2 + smallQ Z c r ^ 2) (Ioi 0) ∧
    smallFraction (largeP Z c) (smallQ Z c) = (1 - gam Z c) / 2 := by
  obtain ⟨hg0, hg1, -⟩ := gam_facts hZ hc
  have hN := profile_norm_pos hg0 hZ
  have hQ : ∀ r, smallQ Z c r ^ 2 = (1 - gam Z c) * profile (gam Z c) Z r ^ 2 := fun r => by
    rw [smallQ, mul_pow, neg_sq, Real.sq_sqrt (by linarith)]
  have hS : ∀ r, largeP Z c r ^ 2 + smallQ Z c r ^ 2 = 2 * profile (gam Z c) Z r ^ 2 :=
    fun r => by
      rw [hQ, largeP, mul_pow, Real.sq_sqrt (by linarith)]
      ring
  have e1 : ∫ r in Ioi (0 : ℝ), smallQ Z c r ^ 2 =
      (1 - gam Z c) * ∫ r in Ioi (0 : ℝ), profile (gam Z c) Z r ^ 2 := by
    simp_rw [hQ]
    exact integral_const_mul _ _
  have e2 : ∫ r in Ioi (0 : ℝ), (largeP Z c r ^ 2 + smallQ Z c r ^ 2) =
      2 * ∫ r in Ioi (0 : ℝ), profile (gam Z c) Z r ^ 2 := by
    simp_rw [hS]
    exact integral_const_mul _ _
  constructor
  · by_contra h
    have h0 := integral_undef h
    rw [e2] at h0
    linarith
  · rw [smallFraction, e1, e2]
    exact mul_div_mul_right _ _ hN.ne'

/-- For `Z > 0` the function `r ^ n exp (-2 Z r)` is integrable on the half-line with integral `n! /
(2 Z) ^ (n + 1)`. -/
theorem moment {Z : ℝ} (hZ : 0 < Z) (n : ℕ) :
    Integrable (fun r : ℝ => r ^ n * Real.exp (-(2 * Z * r))) (volume.restrict (Ioi 0)) ∧
    ∫ r in Ioi (0 : ℝ), r ^ n * Real.exp (-(2 * Z * r)) =
      (n.factorial : ℝ) / (2 * Z) ^ (n + 1) := by
  have h := Real.integral_rpow_mul_exp_neg_mul_Ioi (a := (n : ℝ) + 1) (r := 2 * Z)
    (by positivity) (by linarith)
  rw [Real.Gamma_nat_eq_factorial] at h
  simp only [add_sub_cancel_right, Real.rpow_natCast] at h
  have e : ∫ r in Ioi (0 : ℝ), r ^ n * Real.exp (-(2 * Z * r)) =
      (n.factorial : ℝ) / (2 * Z) ^ (n + 1) := by
    rw [h, ← Nat.cast_succ, Real.rpow_natCast, one_div, inv_pow, div_eq_inv_mul]
  refine ⟨?_, e⟩
  by_contra hn
  have hpos : 0 < (n.factorial : ℝ) / (2 * Z) ^ (n + 1) := by positivity
  rw [← e, integral_undef hn] at hpos
  exact lt_irrefl _ hpos

/-- The nonrelativistic 1s function has kinetic energy `Z² / 2`. -/
theorem kinetic_hydrogenic {Z : ℝ} (hZ : 0 < Z) : kinetic (hydrogenic Z) = Z ^ 2 / 2 := by
  obtain ⟨i0, m0⟩ := moment hZ 0
  obtain ⟨i1, m1⟩ := moment hZ 1
  obtain ⟨i2, m2⟩ := moment hZ 2
  have hE : ∀ r : ℝ, Real.exp (-(2 * Z * r)) = Real.exp (-(Z * r)) ^ 2 := fun r => by
    rw [show -(2 * Z * r) = -(Z * r) + -(Z * r) by ring, Real.exp_add, sq]
  have hu : ∀ r, hydrogenic Z r ^ 2 = r ^ 2 * Real.exp (-(2 * Z * r)) := fun r => by
    rw [hE, hydrogenic, mul_pow]
  have hd : ∀ r, deriv (hydrogenic Z) r ^ 2 =
      (r ^ 0 * Real.exp (-(2 * Z * r)) - 2 * Z * (r ^ 1 * Real.exp (-(2 * Z * r)))) +
        Z ^ 2 * (r ^ 2 * Real.exp (-(2 * Z * r))) := fun r => by
    have h : HasDerivAt (hydrogenic Z) _ r :=
      (hasDerivAt_id' r).fun_mul (hasDerivAt_decay Z r)
    rw [h.deriv, hE]
    ring
  have i01 : Integrable (fun r : ℝ => r ^ 0 * Real.exp (-(2 * Z * r)) -
      2 * Z * (r ^ 1 * Real.exp (-(2 * Z * r)))) (volume.restrict (Ioi 0)) :=
    i0.sub (i1.const_mul _)
  simp_rw [kinetic, hd, hu]
  rw [integral_add i01 (i2.const_mul _), integral_sub i0 (i1.const_mul _),
    integral_const_mul, integral_const_mul, m0, m1, m2]
  norm_num [Nat.factorial]
  field_simp
  ring

/-- For `0 < Z < c` the pair is a normalizable solution of the `κ = -1` Dirac-Coulomb equations at
energy `c² g`, and its small-component fraction lies strictly between `T/(2c²)` and
`T/(2c²) + (Z/c)⁴/4`, where `T` is the kinetic energy of the nonrelativistic 1s function. -/
theorem small_component_bounds {Z c : ℝ} (hZ : 0 < Z) (hc : Z < c) :
    IsRadialDiracSolution (-1) Z c (c ^ 2 * gam Z c) (largeP Z c) (smallQ Z c) ∧
    IntegrableOn (fun r => largeP Z c r ^ 2 + smallQ Z c r ^ 2) (Ioi 0) ∧
    kinetic (hydrogenic Z) / (2 * c ^ 2) < smallFraction (largeP Z c) (smallQ Z c) ∧
    smallFraction (largeP Z c) (smallQ Z c) <
      kinetic (hydrogenic Z) / (2 * c ^ 2) + (Z / c) ^ 4 / 4 := by
  obtain ⟨hg0, hg1, hg⟩ := gam_facts hZ hc
  obtain ⟨hi, hf⟩ := smallFraction_eq hZ hc
  have hT : kinetic (hydrogenic Z) / (2 * c ^ 2) = (Z / c) ^ 2 / 4 := by
    rw [kinetic_hydrogenic hZ, div_pow]
    ring
  -- express everything through g
  have hz2 : (Z / c) ^ 2 = 1 - gam Z c ^ 2 := by linarith
  have hz4 : (Z / c) ^ 4 = (1 - gam Z c ^ 2) ^ 2 := by rw [← hz2]; ring
  refine ⟨solves_dirac hZ hc, hi, ?_, ?_⟩
  · rw [hT, hf, hz2]
    nlinarith [pow_pos (sub_pos.2 hg1) 2]
  · rw [hT, hf, hz2, hz4]
    have key : 0 < (1 - gam Z c) ^ 2 * (gam Z c * (2 + gam Z c)) :=
      mul_pos (pow_pos (sub_pos.2 hg1) 2) (by positivity)
    nlinarith [key]

/-- At fixed `Z > 0`, the ratio of the small-component fraction to `T/(2c²)` tends to 1 as the speed
of light grows, where `T` is the kinetic energy of the nonrelativistic 1s function. -/
theorem small_component_limit {Z : ℝ} (hZ : 0 < Z) :
    Tendsto (fun c : ℝ => smallFraction (largeP Z c) (smallQ Z c) /
      (kinetic (hydrogenic Z) / (2 * c ^ 2))) atTop (𝓝 1) := by
  have h0 : Tendsto (fun c : ℝ => Z / c) atTop (𝓝 0) :=
    tendsto_const_nhds.div_atTop tendsto_id
  have h1 : Tendsto (fun c : ℝ => 1 + (Z / c) ^ 2) atTop (𝓝 1) := by
    simpa using (h0.pow 2).const_add 1
  -- squeeze the ratio between 1 and 1 + (Z/c)²
  refine tendsto_of_tendsto_of_tendsto_of_le_of_le' tendsto_const_nhds h1 ?_ ?_ <;>
    filter_upwards [eventually_gt_atTop Z] with c hc
  all_goals
    obtain ⟨-, -, hl, hu⟩ := small_component_bounds hZ hc
    have hc0 : 0 < c := hZ.trans hc
    have hT : kinetic (hydrogenic Z) / (2 * c ^ 2) = (Z / c) ^ 2 / 4 := by
      rw [kinetic_hydrogenic hZ, div_pow]
      ring
    rw [hT] at hl hu ⊢
    have ht : 0 < (Z / c) ^ 2 / 4 := by positivity
  · rw [le_div_iff₀ ht]
    linarith
  · rw [div_le_iff₀ ht]
    calc _ ≤ (Z / c) ^ 2 / 4 + (Z / c) ^ 4 / 4 := hu.le
      _ = _ := by ring

end

end DiracCoulombSmallComponent
```

```lean
#print axioms DiracCoulombSmallComponent.small_component_bounds
-- 'DiracCoulombSmallComponent.small_component_bounds' depends on axioms: [propext, Classical.choice, Quot.sound]
#print axioms DiracCoulombSmallComponent.small_component_limit
-- 'DiracCoulombSmallComponent.small_component_limit' depends on axioms: [propext, Classical.choice, Quot.sound]
```

## How the proof follows the calculation

`gam_facts` supplies $0<g<1$ and $g^2=1-z^2$, the only facts about $g$ that the later algebra needs.

In `solves_dirac`, `hd` is the derivative $f'=(g/r-Z)f$, obtained from the product rule and `hasDerivAt_decay`. Next, `hab` proves $ab=z$ and `hcab` proves $cab=Z$. The `generalize` steps replace the square roots and the profile by the letters `a`, `b` and `f`, leaving an algebraic problem. `h1` and `h2` are the two amplitude relations. The last two `linear_combination` calls record how each radial equation is built from them: the first is $f/r$ times `h1` plus $cf$ times `h2`, matching the separation into $1/r$ and constant terms.

`profile_norm_pos` rewrites $\int f^2$ as a Gamma integral and concludes that it is positive. `smallFraction_eq` then pulls the factors $1-g$ and $2$ out of the integrals and cancels the common one. It obtains integrability by contradiction: Mathlib assigns the value $0$ to the integral of a non-integrable function, but this integral is twice a positive number.

`moment` gives the factorial integrals with their integrability, by the same device. `kinetic_hydrogenic` expands $u'^2$ into the moments $n=0,1,2$, integrates term by term and simplifies to $Z^2/2$.

In `small_component_bounds`, `hz2` and `hz4` express $z^2$ and $z^4$ through $g$. The lower bound follows from $(1-g)^2>0$. For the upper bound, `key` is the positivity of $(1-g)^2g(2+g)$, the numerator found above. In both cases `nlinarith` completes the comparison.

`small_component_limit` squeezes the ratio between $1$ and $1+z^2$. The bounds are needed only for large $c$, so `eventually_gt_atTop Z` restricts attention to $c>Z$, where the main theorem applies.
